# Under exact line searches, well-defined Broyden-class steps are parallel to BFGS directions

Switching a geometry optimiser from DFP to BFGS and comparing the two lists of geometries is a check on its update code. In exact arithmetic the lists agree if both runs share the starting point and the symmetric initial inverse Hessian, all updates are well defined, and each search runs along the current inverse Hessian times the gradient and lands on the only stationary point of its line. A discrepancy beyond rounding and line-search error then points to a fault or to a violated condition.

## One search line, different scalings

Let $g_k$ be the gradient at step $k$, $s_k$ the displacement and $y_k=g_{k+1}-g_k$. For an inverse Hessian $H$ and a pair $s,y$, write $a=y^THy$, $b=y^Ts$ and

$$w=\frac{s}{b}-\frac{Hy}{a}.$$

The Broyden-class update with parameter $t$ is

$$H^+=H-\frac{Hy(Hy)^T}{a}+\frac{ss^T}{b}+t\,ww^T.$$

DFP is $t=0$ and BFGS is $t=a$. Let $H_k$ follow this update with arbitrary parameters $\varphi_k$, and let $K_k$ be the BFGS matrices built from $K_0=H_0$ and the same pairs. Suppose that $H_0$ is symmetric, which makes every $H_k$ symmetric. Suppose also that at every step $s_k=-\alpha_kH_kg_k$, $s_k^Tg_{k+1}=0$, and the numbers $a_k=y_k^TH_ky_k$ and $b_k=y_k^Ts_k$ are nonzero. Then

$$K_kg_k=c_ks_k,\quad c_k\neq0,\qquad H_k=K_k+\tau_ks_ks_k^T.$$

## Derivation

Write $B(H)$ for the BFGS update:

$$B(H)=H-\frac{s(Hy)^T+(Hy)s^T}{b}+\left(\frac1b+\frac a{b^2}\right)ss^T.$$

**The class differs from BFGS by a dyad.** Expanding $a\,ww^T$ gives $H^+=B(H)+(t-a)ww^T$.

**BFGS forgets $ss^T$.** Replacing $H$ by $H+\tau ss^T$ changes $Hy$ by $\tau bs$ and $a$ by $\tau b^2$. The terms of $B$ change by $\tau ss^T$, $-2\tau ss^T$ and $\tau ss^T$, which cancel.

**The next BFGS direction is along $w$.** Let $g$ and $g'$ be the old and new gradients, with $Hg=cs$ and $s^Tg'=0$. Then $Hg'=Hy+cs$ and, by symmetry, $(Hy)^Tg'=a+cb$. Hence

$$B(H)g'=Hy+cs-\frac{a+cb}{b}s=Hy-\frac ab s=-a\,w.$$

**Induction.** At $k=0$ the matrices coincide. Since $b_0\neq0$, $s_0\neq0$, so $\alpha_0\neq0$ and $H_0g_0=-s_0/\alpha_0$. If $H_k=K_k+\tau_ks_ks_k^T$, then $K_{k+1}=B(K_k)=B(H_k)$. With $q=\varphi_k-a_k$,

$$H_{k+1}g_{k+1}=\left(-a_k+q\,w^Tg_{k+1}\right)w.$$

The next step is nonzero and parallel to this vector, so $w=m\,s_{k+1}$ with $m\neq0$. Therefore $K_{k+1}g_{k+1}=-a_km\,s_{k+1}$ and $\tau_{k+1}=qm^2$.

**Equal points.** If two runs agree up to point $k$, they share $K_k$ and hence the next search line. Uniqueness of its stationary point makes point $k+1$ agree.

## Two steps on a coupled quadratic

Take the energy $\tfrac12x^TAx$ with $A=\begin{pmatrix}1&-1\\-1&2\end{pmatrix}$, $x_0=(2,1)$ and $H_0=I$. Then $g_0=(1,0)$, and the exact search gives $x_1=(1,1)$ and $g_1=(0,1)$. So $s_0=(-1,0)$, $y_0=(-1,1)$, $a_0=2$, $b_0=1$ and $w=(-\tfrac12,-\tfrac12)$. The updated matrix gives

$$H_1g_1=\frac{\varphi_0+2}{4}(1,1).$$

DFP gives $(\tfrac12,\tfrac12)$ and BFGS gives $(1,1)$. Their searches take $\alpha_1=2$ and $\alpha_1=1$, and both reach the minimum at the origin. At $\varphi_0=-2$ the direction vanishes.

## Lean source

```lean
import Mathlib

open Matrix

namespace DixonTheorem

noncomputable section

variable {n : Type*} [Fintype n]

/-- The vector `w = s/(yᵀs) - Hy/(yᵀHy)` that spans the freedom of the Broyden class. -/
def broydenDir (H : Matrix n n ℝ) (s y : n → ℝ) : n → ℝ :=
  (y ⬝ᵥ s)⁻¹ • s - (y ⬝ᵥ H *ᵥ y)⁻¹ • (H *ᵥ y)

/-- Inverse Broyden-class update: the DFP matrix plus `t w wᵀ`. -/
def broydenUpdate (t : ℝ) (H : Matrix n n ℝ) (s y : n → ℝ) : Matrix n n ℝ :=
  H - (y ⬝ᵥ H *ᵥ y)⁻¹ • vecMulVec (H *ᵥ y) (H *ᵥ y) + (y ⬝ᵥ s)⁻¹ • vecMulVec s s
    + t • vecMulVec (broydenDir H s y) (broydenDir H s y)

/-- Inverse BFGS update of a symmetric matrix, in expanded form. -/
def bfgsUpdate (K : Matrix n n ℝ) (s y : n → ℝ) : Matrix n n ℝ :=
  K - (y ⬝ᵥ s)⁻¹ • vecMulVec s (K *ᵥ y) - (y ⬝ᵥ s)⁻¹ • vecMulVec (K *ᵥ y) s
    + ((y ⬝ᵥ s)⁻¹ + (y ⬝ᵥ s)⁻¹ ^ 2 * (y ⬝ᵥ K *ᵥ y)) • vecMulVec s s

/-- Broyden-class matrices `H_k` with parameters `φ_k`, steps `s_k` and gradients `g_k`. -/
def broydenSeq (φ : ℕ → ℝ) (H₀ : Matrix n n ℝ) (s g : ℕ → n → ℝ) : ℕ → Matrix n n ℝ
  | 0 => H₀
  | k + 1 => broydenUpdate (φ k) (broydenSeq φ H₀ s g k) (s k) (g (k + 1) - g k)

/-- BFGS matrices `K_k` built from the steps `s_k` and gradients `g_k`. -/
def bfgsSeq (H₀ : Matrix n n ℝ) (s g : ℕ → n → ℝ) : ℕ → Matrix n n ℝ
  | 0 => H₀
  | k + 1 => bfgsUpdate (bfgsSeq H₀ s g k) (s k) (g (k + 1) - g k)

/-- `N` quasi-Newton steps of the Broyden class with exact line searches and
well-defined updates. -/
structure IsExactRun (N : ℕ) (H₀ : Matrix n n ℝ) (φ : ℕ → ℝ) (s g : ℕ → n → ℝ) : Prop where
  symm : H₀.IsSymm
  step : ∀ k < N, ∃ a : ℝ, s k = (-a) • (broydenSeq φ H₀ s g k *ᵥ g k)
  exact_search : ∀ k < N, s k ⬝ᵥ g (k + 1) = 0
  curv : ∀ k < N, (g (k + 1) - g k) ⬝ᵥ s k ≠ 0
  curvH : ∀ k < N,
    (g (k + 1) - g k) ⬝ᵥ broydenSeq φ H₀ s g k *ᵥ (g (k + 1) - g k) ≠ 0

/-- A scaled dyad `c a bᵀ` maps `v` to `c (b·v) a`. -/
lemma smul_dyad_mulVec (c : ℝ) (a b v : n → ℝ) :
    (c • vecMulVec a b) *ᵥ v = (c * (b ⬝ᵥ v)) • a := by
  ext i
  simp only [mulVec, dotProduct, Matrix.smul_apply, vecMulVec_apply, Pi.smul_apply,
    smul_eq_mul, Finset.mul_sum, Finset.sum_mul]
  exact Finset.sum_congr rfl fun j _ => by ring

/-- If `yᵀHy ≠ 0`, the Broyden-class update is the BFGS update plus a multiple of `w wᵀ`. -/
theorem broydenUpdate_eq (t : ℝ) (H : Matrix n n ℝ) (s y : n → ℝ)
    (ha : y ⬝ᵥ H *ᵥ y ≠ 0) :
    broydenUpdate t H s y = bfgsUpdate H s y
      + (t - y ⬝ᵥ H *ᵥ y) • vecMulVec (broydenDir H s y) (broydenDir H s y) := by
  ext i j
  simp only [broydenUpdate, bfgsUpdate, broydenDir, Matrix.add_apply, Matrix.sub_apply,
    Matrix.smul_apply, vecMulVec_apply, Pi.sub_apply, Pi.smul_apply, smul_eq_mul]
  linear_combination ((y ⬝ᵥ H *ᵥ y)⁻¹ * (H *ᵥ y) i * (H *ᵥ y) j
    - (y ⬝ᵥ s)⁻¹ * (s i * (H *ᵥ y) j + (H *ᵥ y) i * s j)) * mul_inv_cancel₀ ha

/-- If `yᵀs ≠ 0`, adding a multiple of `s sᵀ` to the old matrix does not change its BFGS update. -/
theorem bfgsUpdate_add_step (τ : ℝ) (K : Matrix n n ℝ) (s y : n → ℝ) (hb : y ⬝ᵥ s ≠ 0) :
    bfgsUpdate (K + τ • vecMulVec s s) s y = bfgsUpdate K s y := by
  have hmv : (K + τ • vecMulVec s s) *ᵥ y = K *ᵥ y + (τ * (y ⬝ᵥ s)) • s := by
    rw [add_mulVec, smul_dyad_mulVec, dotProduct_comm s y]
  unfold bfgsUpdate
  rw [hmv, dotProduct_add, dotProduct_smul, smul_eq_mul]
  ext i j
  simp only [Matrix.add_apply, Matrix.sub_apply, Matrix.smul_apply, vecMulVec_apply,
    Pi.add_apply, Pi.smul_apply, smul_eq_mul]
  linear_combination (τ * s i * s j * ((y ⬝ᵥ s) * (y ⬝ᵥ s)⁻¹ - 1)) * mul_inv_cancel₀ hb

/-- Let `H` be symmetric and `yᵀs ≠ 0`. After an exact line search along `Hg`, the BFGS matrix maps
the new gradient to `Hy - (yᵀHy / yᵀs) s`. -/
theorem bfgs_next_direction {H : Matrix n n ℝ} {s y g g' : n → ℝ} {c : ℝ} (hH : H.IsSymm)
    (hy : y = g' - g) (hg : H *ᵥ g = c • s) (ho : s ⬝ᵥ g' = 0) (hb : y ⬝ᵥ s ≠ 0) :
    bfgsUpdate H s y *ᵥ g' = H *ᵥ y - ((y ⬝ᵥ H *ᵥ y) / (y ⬝ᵥ s)) • s := by
  have hyg : H *ᵥ g' = H *ᵥ y + c • s := by rw [hy, mulVec_sub, hg, sub_add_cancel]
  have hsym : (H *ᵥ y) ⬝ᵥ g' = y ⬝ᵥ H *ᵥ y + c * (y ⬝ᵥ s) := by
    have h1 : (H *ᵥ y) ⬝ᵥ g' = y ⬝ᵥ H *ᵥ g' := by
      rw [dotProduct_mulVec, ← mulVec_transpose, hH.eq]
    rw [h1, hyg, dotProduct_add, dotProduct_smul, smul_eq_mul]
  unfold bfgsUpdate
  rw [add_mulVec, sub_mulVec, sub_mulVec, smul_dyad_mulVec, smul_dyad_mulVec,
    smul_dyad_mulVec, hsym, ho, hyg]
  ext i
  simp only [Pi.add_apply, Pi.sub_apply, Pi.smul_apply, smul_eq_mul, div_eq_mul_inv]
  linear_combination (-(c * s i)) * mul_inv_cancel₀ hb

/-- All Broyden-class matrices grown from a symmetric `H₀` are symmetric. -/
theorem broydenSeq_isSymm {H₀ : Matrix n n ℝ} (h : H₀.IsSymm) (φ : ℕ → ℝ)
    (s g : ℕ → n → ℝ) (k : ℕ) : (broydenSeq φ H₀ s g k).IsSymm := by
  induction k with
  | zero => exact h
  | succ k ih =>
    refine Matrix.IsSymm.ext fun i j => ?_
    simp only [broydenSeq, broydenUpdate, Matrix.add_apply, Matrix.sub_apply,
      Matrix.smul_apply, vecMulVec_apply, smul_eq_mul, ih.apply i j]
    ring

/-- **Dixon's theorem**, matrix form: in a Broyden-class run with exact line searches, the BFGS
matrix `K_k` of the same pairs maps `g_k` to a nonzero multiple of the step `s_k`, and `H_k`
differs from `K_k` by a multiple of `s_k s_kᵀ`. -/
theorem dixon {N : ℕ} {H₀ : Matrix n n ℝ} {φ : ℕ → ℝ} {s g : ℕ → n → ℝ}
    (h : IsExactRun N H₀ φ s g) (k : ℕ) (hk : k < N) :
    (∃ c : ℝ, c ≠ 0 ∧ bfgsSeq H₀ s g k *ᵥ g k = c • s k) ∧
      ∃ τ : ℝ, broydenSeq φ H₀ s g k = bfgsSeq H₀ s g k + τ • vecMulVec (s k) (s k) := by
  have hs : ∀ k < N, s k ≠ 0 := fun k hk h0 => h.curv k hk (by rw [h0, dotProduct_zero])
  have hHg : ∀ k < N, ∃ c : ℝ, c ≠ 0 ∧ broydenSeq φ H₀ s g k *ᵥ g k = c • s k := by
    intro k hk
    obtain ⟨a, ha⟩ := h.step k hk
    have ha0 : -a ≠ 0 := fun h0 => hs k hk (by rw [ha, h0, zero_smul])
    exact ⟨(-a)⁻¹, inv_ne_zero ha0, ((inv_smul_eq_iff₀ ha0).mpr ha).symm⟩
  induction k with
  | zero => exact ⟨hHg 0 hk, 0, by simp [broydenSeq, bfgsSeq]⟩
  | succ k ih =>
    have hk' : k < N := by omega
    obtain ⟨-, τ, hτ⟩ := ih hk'
    obtain ⟨c, -, hc⟩ := hHg k hk'
    have hb := h.curv k hk'
    have ha := h.curvH k hk'
    -- the BFGS update sees no difference between `H_k` and `K_k`
    have hK : bfgsSeq H₀ s g (k + 1)
        = bfgsUpdate (broydenSeq φ H₀ s g k) (s k) (g (k + 1) - g k) := by
      rw [hτ]
      exact (bfgsUpdate_add_step τ _ _ _ hb).symm
    obtain ⟨w, a, q, ha, hKg, hH⟩ : ∃ (w : n → ℝ) (a q : ℝ), a ≠ 0 ∧
        bfgsSeq H₀ s g (k + 1) *ᵥ g (k + 1) = a • w ∧
        broydenSeq φ H₀ s g (k + 1) = bfgsSeq H₀ s g (k + 1) + q • vecMulVec w w := by
      refine ⟨broydenDir (broydenSeq φ H₀ s g k) (s k) (g (k + 1) - g k), _, _,
        neg_ne_zero.mpr ha, ?_, by rw [hK]; exact broydenUpdate_eq _ _ _ _ ha⟩
      rw [hK, bfgs_next_direction (broydenSeq_isSymm h.symm φ s g k) rfl hc
        (h.exact_search k hk') hb]
      ext i
      simp only [broydenDir, Pi.sub_apply, Pi.smul_apply, smul_eq_mul, div_eq_mul_inv]
      linear_combination (-((broydenSeq φ H₀ s g k *ᵥ (g (k + 1) - g k)) i))
        * mul_inv_cancel₀ ha
    -- the new step is parallel to `w`
    obtain ⟨m, hm, hw⟩ : ∃ m : ℝ, m ≠ 0 ∧ w = m • s (k + 1) := by
      obtain ⟨d, hd, he⟩ := hHg (k + 1) hk
      rw [hH, add_mulVec, hKg, smul_dyad_mulVec, ← add_smul] at he
      have hne : a + q * (w ⬝ᵥ g (k + 1)) ≠ 0 := by
        intro h0
        rw [h0, zero_smul] at he
        exact smul_ne_zero hd (hs _ hk) he.symm
      refine ⟨(a + q * (w ⬝ᵥ g (k + 1)))⁻¹ * d, mul_ne_zero (inv_ne_zero hne) hd, ?_⟩
      rw [mul_smul, ← he, smul_smul, inv_mul_cancel₀ hne, one_smul]
    refine ⟨⟨a * m, mul_ne_zero ha hm, by rw [hKg, hw, smul_smul]⟩, q * m ^ 2, ?_⟩
    rw [hH, hw]
    ext i j
    simp only [Matrix.add_apply, Matrix.smul_apply, vecMulVec_apply, Pi.smul_apply, smul_eq_mul]
    ring

/-- On every line the gradient field `G` has at most one point where its component along the
line vanishes. -/
def UniqueLineSearch (G : (n → ℝ) → n → ℝ) : Prop :=
  ∀ x d : n → ℝ, d ≠ 0 → ∀ t u : ℝ,
    d ⬝ᵥ G (x + t • d) = 0 → d ⬝ᵥ G (x + u • d) = 0 → t = u

/-- The BFGS matrix `K_k` depends only on the steps before `k` and the gradients up to `k`. -/
lemma bfgsSeq_congr (H₀ : Matrix n n ℝ) {s s' g g' : ℕ → n → ℝ} (k : ℕ)
    (hs : ∀ j < k, s j = s' j) (hg : ∀ j ≤ k, g j = g' j) :
    bfgsSeq H₀ s g k = bfgsSeq H₀ s' g' k := by
  induction k with
  | zero => rfl
  | succ k ih =>
    simp only [bfgsSeq]
    rw [ih (fun j hj => hs j (by omega)) (fun j hj => hg j (by omega)),
      hs k (by omega), hg k (by omega), hg (k + 1) le_rfl]

/-- **Dixon's theorem**, iterate form: with unique exact line searches, two Broyden-class runs
with the same start and the same `H₀` visit the same points, whatever their parameters. -/
theorem same_iterates {G : (n → ℝ) → n → ℝ} (hG : UniqueLineSearch G) {N : ℕ}
    {H₀ : Matrix n n ℝ} {φ ψ : ℕ → ℝ} {x z : ℕ → n → ℝ} (h0 : x 0 = z 0)
    (hx : IsExactRun N H₀ φ (fun k => x (k + 1) - x k) (fun k => G (x k)))
    (hz : IsExactRun N H₀ ψ (fun k => z (k + 1) - z k) (fun k => G (z k))) :
    ∀ k ≤ N, x k = z k := by
  intro k
  induction k using Nat.strong_induction_on with
  | _ k ih =>
    intro hk
    cases k with
    | zero => exact h0
    | succ k =>
      have hxz : ∀ j ≤ k, x j = z j := fun j hj => ih j (by omega) (by omega)
      have hK := bfgsSeq_congr H₀ (s := fun k => x (k + 1) - x k)
        (s' := fun k => z (k + 1) - z k) (g := fun k => G (x k)) (g' := fun k => G (z k)) k
        (fun j hj => by simp only [hxz j (by omega), hxz (j + 1) (by omega)])
        (fun j hj => by simp only [hxz j hj])
      obtain ⟨⟨c, hc, h1⟩, -⟩ := dixon hx k (by omega)
      obtain ⟨⟨d, hd, h2⟩, -⟩ := dixon hz k (by omega)
      -- both steps are nonzero multiples of the same BFGS direction
      have h3 : c • (x (k + 1) - x k) = d • (z (k + 1) - x k) := by
        rw [← hK] at h2
        simp only [← hxz k le_rfl] at h2
        exact h1.symm.trans h2
      have hp : x (k + 1) - x k ≠ 0 := fun h => hx.curv k (by omega) (by simp [h])
      have h4 : z (k + 1) - x k = (d⁻¹ * c) • (x (k + 1) - x k) := by
        rw [mul_smul, h3, smul_smul, inv_mul_cancel₀ hd, one_smul]
      have hzs : (z (k + 1) - x k) ⬝ᵥ G (z (k + 1)) = 0 := by
        rw [hxz k le_rfl]
        exact hz.exact_search k (by omega)
      have h5 : (x (k + 1) - x k) ⬝ᵥ G (z (k + 1)) = 0 := by
        rw [h4, smul_dotProduct, smul_eq_mul] at hzs
        exact (mul_eq_zero.mp hzs).resolve_left (mul_ne_zero (inv_ne_zero hd) hc)
      have h6 : (1 : ℝ) = d⁻¹ * c := by
        refine hG (x k) _ hp _ _ ?_ ?_
        · rw [one_smul, add_sub_cancel]
          exact hx.exact_search k (by omega)
        · rw [← h4, add_sub_cancel]
          exact h5
      rw [← h6, one_smul] at h4
      exact (sub_left_inj.mp h4).symm

/-- Hessian of a coupled quadratic energy in the plane. -/
def hess : Matrix (Fin 2) (Fin 2) ℝ := !![1, -1; -1, 2]

/-- The points `(2,1)`, `(1,1)` and then the origin. -/
def pt : ℕ → Fin 2 → ℝ
  | 0 => ![2, 1]
  | 1 => ![1, 1]
  | _ => ![0, 0]

/-- For the quadratic energy with Hessian `hess`, line searches are unique and the points `pt`
form a two-step exact run from `H₀ = 1` for all parameters with `φ₀ ≠ -2`. -/
theorem exact_run_witness (φ : ℕ → ℝ) (hφ : φ 0 ≠ -2) :
    UniqueLineSearch (fun x => hess *ᵥ x) ∧
      IsExactRun 2 1 φ (fun k => pt (k + 1) - pt k) (fun k => hess *ᵥ pt k) := by
  constructor
  · intro x d hd t u h1 h2
    have e : ∀ t : ℝ, d ⬝ᵥ (hess *ᵥ (x + t • d)) = d 0 * (x 0 - x 1)
        + d 1 * (-x 0 + 2 * x 1) + t * ((d 0 - d 1) ^ 2 + d 1 ^ 2) := by
      intro t
      simp [hess, mulVec, dotProduct, Fin.sum_univ_two]
      ring
    have h1' := (e t).symm.trans h1
    have h2' := (e u).symm.trans h2
    have key : (t - u) * ((d 0 - d 1) ^ 2 + d 1 ^ 2) = 0 := by linear_combination h1' - h2'
    rcases mul_eq_zero.mp key with h | h
    · linarith
    · exfalso
      have b1 : d 1 ^ 2 = 0 := by linarith [sq_nonneg (d 0 - d 1), sq_nonneg (d 1)]
      have b0 : (d 0 - d 1) ^ 2 = 0 := by linarith
      have a1 : d 1 = 0 := pow_eq_zero_iff two_ne_zero |>.mp b1
      have a0 : d 0 - d 1 = 0 := pow_eq_zero_iff two_ne_zero |>.mp b0
      have a2 : d 0 = 0 := by linarith
      exact hd (by ext i; fin_cases i <;> simp [a1, a2])
  · have s0 : pt 1 - pt 0 = ![-1, 0] := by
      ext i; fin_cases i <;> norm_num [pt]
    have s1 : pt 2 - pt 1 = ![-1, -1] := by
      ext i; fin_cases i <;> norm_num [pt]
    have g0 : hess *ᵥ pt 0 = ![1, 0] := by
      ext i; fin_cases i <;> norm_num [pt, hess, mulVec, dotProduct, Fin.sum_univ_two]
    have g1 : hess *ᵥ pt 1 = ![0, 1] := by
      ext i; fin_cases i <;> norm_num [pt, hess, mulVec, dotProduct, Fin.sum_univ_two]
    have g2 : hess *ᵥ pt 2 = ![0, 0] := by
      ext i; fin_cases i <;> norm_num [pt, hess, mulVec, dotProduct, Fin.sum_univ_two]
    have y0 : (![0, 1] : Fin 2 → ℝ) - ![1, 0] = ![-1, 1] := by
      ext i; fin_cases i <;> norm_num
    have y1 : (![0, 0] : Fin 2 → ℝ) - ![0, 1] = ![0, -1] := by
      ext i; fin_cases i <;> norm_num
    have hq : φ 0 + 2 ≠ 0 := fun h => hφ (by linarith)
    -- the matrix after the first update
    have H1 : broydenSeq φ 1 (fun k => pt (k + 1) - pt k) (fun k => hess *ᵥ pt k) 1
        = !![3 / 2 + φ 0 / 4, (φ 0 + 2) / 4; (φ 0 + 2) / 4, (φ 0 + 2) / 4] := by
      change broydenUpdate (φ 0) 1 (pt 1 - pt 0) (hess *ᵥ pt 1 - hess *ᵥ pt 0) = _
      rw [s0, g0, g1, y0]
      have hw : broydenDir 1 ![-1, 0] ![-1, 1] = (![-1 / 2, -1 / 2] : Fin 2 → ℝ) := by
        ext i
        fin_cases i <;> norm_num [broydenDir, dotProduct, Fin.sum_univ_two]
      have ha : (![-1, 1] : Fin 2 → ℝ) ⬝ᵥ ![-1, 1] = 2 := by
        norm_num [dotProduct, Fin.sum_univ_two]
      have hb : (![-1, 1] : Fin 2 → ℝ) ⬝ᵥ ![-1, 0] = 1 := by
        norm_num [dotProduct, Fin.sum_univ_two]
      unfold broydenUpdate
      rw [hw, one_mulVec, ha, hb]
      ext i j
      fin_cases i <;> fin_cases j <;> simp <;> ring
    refine ⟨Matrix.isSymm_one, ?_, ?_, ?_, ?_⟩
    · intro k hk
      interval_cases k
      · refine ⟨1, ?_⟩
        change pt 1 - pt 0 = (-1 : ℝ) • ((1 : Matrix (Fin 2) (Fin 2) ℝ) *ᵥ (hess *ᵥ pt 0))
        rw [s0, g0, one_mulVec]
        ext i; fin_cases i <;> norm_num
      · refine ⟨4 / (φ 0 + 2), ?_⟩
        change pt 2 - pt 1 = (-(4 / (φ 0 + 2))) • (broydenSeq φ 1
          (fun k => pt (k + 1) - pt k) (fun k => hess *ᵥ pt k) 1 *ᵥ (hess *ᵥ pt 1))
        have hv : (4 / (φ 0 + 2)) * ((φ 0 + 2) / 4) = 1 := by field_simp
        rw [s1, g1, H1]
        ext i
        fin_cases i <;> simp [hv]
    · intro k hk
      interval_cases k
      · change (pt 1 - pt 0) ⬝ᵥ (hess *ᵥ pt 1) = 0
        rw [s0, g1]
        norm_num [dotProduct, Fin.sum_univ_two]
      · change (pt 2 - pt 1) ⬝ᵥ (hess *ᵥ pt 2) = 0
        rw [s1, g2]
        norm_num [dotProduct, Fin.sum_univ_two]
    · intro k hk
      interval_cases k
      · change (hess *ᵥ pt 1 - hess *ᵥ pt 0) ⬝ᵥ (pt 1 - pt 0) ≠ 0
        rw [s0, g0, g1, y0]
        norm_num [dotProduct, Fin.sum_univ_two]
      · change (hess *ᵥ pt 2 - hess *ᵥ pt 1) ⬝ᵥ (pt 2 - pt 1) ≠ 0
        rw [s1, g1, g2, y1]
        norm_num [dotProduct, Fin.sum_univ_two]
    · intro k hk
      interval_cases k
      · change (hess *ᵥ pt 1 - hess *ᵥ pt 0) ⬝ᵥ
          (1 : Matrix (Fin 2) (Fin 2) ℝ) *ᵥ (hess *ᵥ pt 1 - hess *ᵥ pt 0) ≠ 0
        rw [g0, g1, y0, one_mulVec]
        norm_num [dotProduct, Fin.sum_univ_two]
      · change (hess *ᵥ pt 2 - hess *ᵥ pt 1) ⬝ᵥ broydenSeq φ 1
          (fun k => pt (k + 1) - pt k) (fun k => hess *ᵥ pt k) 1 *ᵥ
            (hess *ᵥ pt 2 - hess *ᵥ pt 1) ≠ 0
        rw [g1, g2, y1, H1]
        simpa [mulVec, dotProduct, Fin.sum_univ_two] using hq

end

end DixonTheorem
```

```lean
#print axioms DixonTheorem.bfgs_next_direction
-- 'DixonTheorem.bfgs_next_direction' depends on axioms: [propext, Classical.choice, Quot.sound]
#print axioms DixonTheorem.same_iterates
-- 'DixonTheorem.same_iterates' depends on axioms: [propext, Classical.choice, Quot.sound]
```

## Reading the theorems and their limits

Vectors are functions `n → ℝ` on a finite index type; `⬝ᵥ` is the dot product, `*ᵥ` applies a matrix, and `vecMulVec` forms a dyad. `IsExactRun` collects the conditions for `N` steps. Its `exact_search` demands a stationary point, not a minimum, and neither positive step lengths nor positive definite matrices are required. The parameter `φ k` multiplies the unnormalised $ww^T$; in the scaling where BFGS is $\theta=1$, $\varphi_k=\theta_ka_k$.

`dixon` covers `k < N` and takes the steps and gradients as sequences satisfying `IsExactRun`, without a gradient field behind them. `same_iterates` covers points up to `N` and adds `UniqueLineSearch`, which strict convexity of a differentiable energy would supply. This hypothesis asks for uniqueness on every line, although the proof invokes it only on the search lines. It fails for a translation-invariant energy in Cartesian coordinates, which is constant along a rigid shift; there the agreement of points rests on `dixon` and the last derivation step, with uniqueness on the search lines alone. `exact_run_witness` confirms the example for every $\varphi_0\neq-2$.

The first three derivation steps are `broydenUpdate_eq`, `bfgsUpdate_add_step` and `bfgs_next_direction`. Each is checked entry by entry, with `linear_combination` supplying the cancellation of $a$ or $b$ against its inverse. `broydenSeq_isSymm` provides the symmetry, `dixon` rewrites the new BFGS direction as $-a\,w$ and runs the induction, and `bfgsSeq_congr` shows that equal histories give equal BFGS matrices.

The theorems concern exact real arithmetic and exact searches. They give neither convergence nor an error bound for the loose line searches of a production relaxation, where different updates can follow different paths.
